# Orthonormality of a full orbital set exposes wrong normalization factors but can miss signs and component order

Let $S$ be the real overlap matrix of a finite basis and $C$ a square matrix whose columns are orbital coefficients, with $C^TSC=1$. For any square $T$,

$$(TC)^TS(TC)=1\quad\Longleftrightarrow\quad T^TST=S .$$

If the basis functions are normalized, $S_{ii}=1$, and $T=\mathrm{diag}(d)$, this holds exactly when every $d_i=\pm1$ and $d_i=d_j$ whenever $S_{ij}\neq0$. A wrong positive factor therefore always fails the test, while a wrong sign may pass.

## Importing orbitals from another program

Programs differ in the normalization, sign and order of the components of a solid-harmonic Gaussian shell. If coefficients are read without conversion, the code holds $TC$ instead of $C$. Testing orthonormality with the code's own $S$ is a cheap check on the import, and the equivalence says which errors it detects when there are as many orbitals as basis functions.

## From orthonormality to conditions on the factors

Write $A=T^TST$, so that $(TC)^TS(TC)=C^TAC$. If $A=S$, this is $1$. Conversely, suppose $C^TAC=1$. Since $C$ is square, $(C^TS)C=1$ gives $C(C^TS)=1$, and $C^T(SC)=1$ gives $(SC)C^T=1$. Hence

$$A=(SC)C^T\,A\,C(C^TS)=(SC)(C^TS)=S .$$

For $T=\mathrm{diag}(d)$ the condition reads $d_iS_{ij}d_j=S_{ij}$. The diagonal gives $d_i^2=1$. Where $S_{ij}\neq0$, cancelling it gives $d_id_j=1$, and multiplying by $d_j$ gives $d_i=d_j$. Conversely, under these conditions both sides vanish if $S_{ij}=0$, and otherwise $d_id_j=d_j^2=1$.

Cancelling $S_{ij}$ for every pair would wrongly force one common sign: a zero overlap imposes nothing. Only if chains of nonzero overlaps connect all functions is the remaining freedom a global sign.

Now let $\sigma$ be a permutation, and let $T$ have entries $T_{i,\sigma(i)}=d_i$ and zeros elsewhere. Then $(TC)_{i\mu}=d_iC_{\sigma(i)\mu}$ for orbital $\mu$, and $(T^TST)_{\sigma(i)\sigma(j)}=d_iS_{ij}d_j$. Every index pair has the form $(\sigma(i),\sigma(j))$, so the test passes exactly when

$$d_iS_{ij}d_j=S_{\sigma(i)\sigma(j)} .$$

With unit diagonal and positive factors, $i=j$ gives $d_i=1$, which leaves $S_{\sigma(i)\sigma(j)}=S_{ij}$: the reordering must be a symmetry of the overlap matrix.

A single normalized shell on one atom is the limiting case $S=1$. Every reordering and every choice of signs passes. With several normalized shells on one atom, functions with different angular parts are still orthogonal, and the overlap of two shells of the same angular momentum is the same for each component. A reordering or sign choice applied alike to all shells of that angular momentum therefore also passes, which makes an isolated atom a poor test of these conventions.

## The Lean file

```lean
import Mathlib

open Matrix

namespace SolidHarmonicConventionCheck

variable {n : Type*} [Fintype n] [DecidableEq n]

/-- The orbitals whose coefficients are the columns of `C` are orthonormal
with respect to the overlap matrix `S` of the basis functions. -/
def OrbitalsOrthonormal (S C : Matrix n n ℝ) : Prop :=
  Cᵀ * S * C = 1

/-- The matrix with entry `d i` in row `i` and column `σ i`, and zeros elsewhere. -/
def relabel (d : n → ℝ) (σ : Equiv.Perm n) : Matrix n n ℝ :=
  Matrix.of fun i k => if σ i = k then d i else 0

/-- Transformed orbital coefficients `T C` remain orthonormal exactly when `T` preserves
the overlap matrix. -/
theorem orthonormal_transform_iff {S C : Matrix n n ℝ} (hC : OrbitalsOrthonormal S C)
    (T : Matrix n n ℝ) :
    OrbitalsOrthonormal S (T * C) ↔ Tᵀ * S * T = S := by
  unfold OrbitalsOrthonormal at *
  have key : (T * C)ᵀ * S * (T * C) = Cᵀ * (Tᵀ * S * T) * C := by
    simp only [Matrix.transpose_mul, Matrix.mul_assoc]
  rw [key]
  constructor
  · intro h
    -- orthonormality supplies inverses of `C` and of its transpose
    have hR : C * (Cᵀ * S) = 1 := mul_eq_one_comm.mp hC
    have hL : (S * C) * Cᵀ = 1 := by
      apply mul_eq_one_comm.mp
      rw [← Matrix.mul_assoc]
      exact hC
    calc Tᵀ * S * T = ((S * C) * Cᵀ) * (Tᵀ * S * T) * (C * (Cᵀ * S)) := by
          rw [hL, hR, Matrix.one_mul, Matrix.mul_one]
      _ = (S * C) * (Cᵀ * (Tᵀ * S * T) * C) * (Cᵀ * S) := by
          simp only [Matrix.mul_assoc]
      _ = ((S * C) * Cᵀ) * S := by
          rw [h, Matrix.mul_one]
          simp only [Matrix.mul_assoc]
      _ = S := by rw [hL, Matrix.one_mul]
  · intro h
    rw [h]
    exact hC

/-- For normalized basis functions, rescaling the coefficients by `d` preserves orthonormality
exactly when every factor is a sign and overlapping functions carry the same sign. -/
theorem orthonormal_rescale_iff {S C : Matrix n n ℝ} (hS : ∀ i, S i i = 1)
    (hC : OrbitalsOrthonormal S C) (d : n → ℝ) :
    OrbitalsOrthonormal S (diagonal d * C) ↔
      (∀ i, d i = 1 ∨ d i = -1) ∧ ∀ i j, S i j ≠ 0 → d i = d j := by
  rw [orthonormal_transform_iff hC]
  constructor
  · intro h
    have e : ∀ i j, d i * S i j * d j = S i j := by
      intro i j
      have h1 := congrFun (congrFun h i) j
      rwa [diagonal_transpose, mul_diagonal, diagonal_mul] at h1
    -- the unit diagonal fixes the magnitude of each factor
    have sq : ∀ i, d i * d i = 1 := by
      intro i
      have h1 := e i i
      rw [hS i] at h1
      linarith
    refine ⟨fun i => mul_self_eq_one_iff.mp (sq i), fun i j hij => ?_⟩
    -- a nonzero overlap ties the two signs together
    have h2 : d i * d j = 1 :=
      mul_right_cancel₀ hij (by linear_combination e i j)
    linear_combination d j * h2 - d i * sq j
  · rintro ⟨hs, hc⟩
    ext i j
    rw [diagonal_transpose, mul_diagonal, diagonal_mul]
    by_cases hij : S i j = 0
    · simp [hij]
    · rw [hc i j hij]
      rcases hs j with h | h <;> rw [h] <;> ring

/-- For normalized basis functions, positive rescaling factors preserve orthonormality exactly when
all of them equal one. -/
theorem positive_rescale_iff {S C : Matrix n n ℝ} (hS : ∀ i, S i i = 1)
    (hC : OrbitalsOrthonormal S C) {d : n → ℝ} (hd : ∀ i, 0 < d i) :
    OrbitalsOrthonormal S (diagonal d * C) ↔ ∀ i, d i = 1 := by
  rw [orthonormal_rescale_iff hS hC]
  constructor
  · rintro ⟨hs, -⟩ i
    rcases hs i with h | h
    · exact h
    · linarith [hd i]
  · intro h
    exact ⟨fun i => Or.inl (h i), fun i j _ => (h i).trans (h j).symm⟩

/-- If chains of nonzero overlaps connect all normalized basis functions, the only rescalings
that preserve orthonormality are the identity and a global change of sign. -/
theorem connected_rescale_iff {S C : Matrix n n ℝ} (hS : ∀ i, S i i = 1)
    (hC : OrbitalsOrthonormal S C)
    (hconn : ∀ i j, Relation.ReflTransGen (fun a b => S a b ≠ 0) i j) (d : n → ℝ) :
    OrbitalsOrthonormal S (diagonal d * C) ↔ (∀ i, d i = 1) ∨ (∀ i, d i = -1) := by
  rw [orthonormal_rescale_iff hS hC]
  constructor
  · rintro ⟨hs, hc⟩
    -- the sign is transported along each chain of overlaps
    have key : ∀ i j, d i = d j := by
      intro i j
      have p := hconn i j
      induction p with
      | refl => rfl
      | tail _ hbc ih => exact ih.trans (hc _ _ hbc)
    rcases isEmpty_or_nonempty n with hn | ⟨⟨k⟩⟩
    · exact Or.inl fun i => hn.elim i
    · rcases hs k with h | h
      · exact Or.inl fun i => (key i k).trans h
      · exact Or.inr fun i => (key i k).trans h
  · rintro (h | h)
    · exact ⟨fun i => Or.inl (h i), fun i j _ => (h i).trans (h j).symm⟩
    · exact ⟨fun i => Or.inr (h i), fun i j _ => (h i).trans (h j).symm⟩

/-- After relabelling, the coefficient of function `i` is `d i` times the old coefficient
of function `σ i`. -/
theorem relabel_mul_apply (d : n → ℝ) (σ : Equiv.Perm n) (C : Matrix n n ℝ) (i μ : n) :
    (relabel d σ * C) i μ = d i * C (σ i) μ := by
  simp [relabel, Matrix.mul_apply]

/-- Reordered and rescaled coefficients remain orthonormal exactly when the rescaled overlaps
agree with the reordered ones. -/
theorem orthonormal_relabel_iff {S C : Matrix n n ℝ} (hC : OrbitalsOrthonormal S C)
    (d : n → ℝ) (σ : Equiv.Perm n) :
    OrbitalsOrthonormal S (relabel d σ * C) ↔
      ∀ i j, d i * S i j * d j = S (σ i) (σ j) := by
  rw [orthonormal_transform_iff hC]
  have e : ∀ i j, ((relabel d σ)ᵀ * S * relabel d σ) (σ i) (σ j) = d i * S i j * d j := by
    intro i j
    simp [relabel, Matrix.mul_apply]
  constructor
  · intro h i j
    rw [← e i j, h]
  · intro h
    ext k l
    obtain ⟨i, rfl⟩ := σ.surjective k
    obtain ⟨j, rfl⟩ := σ.surjective l
    rw [e i j, h i j]

/-- For normalized functions and positive factors, a relabelling preserves orthonormality exactly
when all factors are one and the reordering leaves every overlap unchanged. -/
theorem positive_relabel_iff {S C : Matrix n n ℝ} (hS : ∀ i, S i i = 1)
    (hC : OrbitalsOrthonormal S C) {d : n → ℝ} (hd : ∀ i, 0 < d i) (σ : Equiv.Perm n) :
    OrbitalsOrthonormal S (relabel d σ * C) ↔
      (∀ i, d i = 1) ∧ ∀ i j, S (σ i) (σ j) = S i j := by
  rw [orthonormal_relabel_iff hC]
  constructor
  · intro h
    have h1 : ∀ i, d i = 1 := by
      intro i
      have h2 := h i i
      rw [hS i, hS (σ i)] at h2
      rcases mul_self_eq_one_iff.mp (show d i * d i = 1 by linarith) with h3 | h3
      · exact h3
      · linarith [hd i]
    refine ⟨h1, fun i j => ?_⟩
    rw [← h i j, h1 i, h1 j]
    ring
  · rintro ⟨h1, h2⟩ i j
    rw [h1 i, h1 j, h2 i j]
    ring

/-- Overlap matrix of two overlapping functions and a third one orthogonal to both. -/
noncomputable def sampleOverlap : Matrix (Fin 3) (Fin 3) ℝ :=
  !![1, 3/5, 0; 3/5, 1, 0; 0, 0, 1]

/-- Orbital coefficients for the three-function basis. -/
noncomputable def sampleOrbitals : Matrix (Fin 3) (Fin 3) ℝ :=
  !![1, -3/4, 0; 0, 5/4, 0; 0, 0, 1]

/-- The sample basis is normalized and its orbitals are orthonormal, and they remain so when
the sign of the third function alone is reversed. -/
theorem undetected_sign_witness :
    (∀ i, sampleOverlap i i = 1) ∧ OrbitalsOrthonormal sampleOverlap sampleOrbitals ∧
      OrbitalsOrthonormal sampleOverlap (diagonal ![1, 1, -1] * sampleOrbitals) := by
  have hS : ∀ i, sampleOverlap i i = 1 := by
    intro i
    fin_cases i <;> simp [sampleOverlap]
  have hC : OrbitalsOrthonormal sampleOverlap sampleOrbitals := by
    unfold OrbitalsOrthonormal
    ext i j
    fin_cases i <;> fin_cases j <;>
      simp [sampleOverlap, sampleOrbitals, Matrix.mul_apply, Fin.sum_univ_three] <;> norm_num
  refine ⟨hS, hC, (orthonormal_rescale_iff hS hC _).mpr ⟨fun i => ?_, fun i j => ?_⟩⟩
  · fin_cases i <;> simp
  · fin_cases i <;> fin_cases j <;> simp [sampleOverlap]

end SolidHarmonicConventionCheck
```

```lean
#print axioms SolidHarmonicConventionCheck.orthonormal_rescale_iff
#print axioms SolidHarmonicConventionCheck.positive_rescale_iff
#print axioms SolidHarmonicConventionCheck.relabel_mul_apply
#print axioms SolidHarmonicConventionCheck.positive_relabel_iff
```

```
'SolidHarmonicConventionCheck.orthonormal_rescale_iff' depends on axioms: [propext, Classical.choice, Quot.sound]
'SolidHarmonicConventionCheck.positive_rescale_iff' depends on axioms: [propext, Classical.choice, Quot.sound]
'SolidHarmonicConventionCheck.relabel_mul_apply' depends on axioms: [propext, Classical.choice, Quot.sound]
'SolidHarmonicConventionCheck.positive_relabel_iff' depends on axioms: [propext, Classical.choice, Quot.sound]
```

## How the theorems map to the check, and where they stop

`OrbitalsOrthonormal S C` is the equation $C^TSC=1$. The finite type `n` labels both basis functions and orbitals, which makes $C$ square. The hypothesis `hC` says that the coefficients $C$, expressed in the code's own convention, are orthonormal, and `hS` that the basis functions are normalized. Symmetry of $S$ is not assumed, since it follows from `hC`.

In `orthonormal_transform_iff`, `mul_eq_one_comm` turns the one-sided inverses into `hR` and `hL`, and the `calc` block is the displayed chain for $A$. `orthonormal_rescale_iff` reads that matrix equation entry by entry; `sq` is $d_i^2=1$, and `mul_right_cancel₀` cancels the nonzero overlap. `positive_rescale_iff` then excludes $-1$.

In `connected_rescale_iff`, `hconn` states the chain condition, and induction along a chain carries the sign from one function to the next. `relabel d σ` is the reordering matrix above. `orthonormal_relabel_iff` uses surjectivity of `σ` to reach every entry, and `positive_relabel_iff` adds normalization and positivity.

`undetected_sign_witness` gives a sign error that passes. With indices 0, 1, 2, functions 0 and 1 overlap by $3/5$ and function 2 is orthogonal to both. The orbitals are verified entry by entry, and `orthonormal_rescale_iff` shows that they stay orthonormal under $d=(1,1,-1)$. For these particular orbitals the error is harmless, since it only reverses the overall sign of the third one. With the same $S$, an orthonormal set containing an orbital that mixes function 2 with the others passes too, although that orbital is changed by more than a sign.

The theorems take $S$ as given: no Gaussian is constructed and no overlap integral evaluated. They concern exact real arithmetic, so they supply no tolerance for a floating-point test. They also need the full square $C$. With occupied orbitals only, or after near-dependent combinations have been removed, $C$ is rectangular and cannot be stripped from both sides, so a passing test says less about $T$.
